# Bonnet's recursion for the Legendre polynomials, cleared of denominators

For a spinless particle in a central potential, the states with orbital angular momentum l and zero magnetic quantum number depend on the polar angle θ as P_l(cos θ), up to a normalising factor, where P_l is the Legendre polynomial in the standard convention P_l(1) = 1. Here the polynomials are defined by P_0 = 1, P_1 = X and a recursion that divides by n + 2. The theorem `bonnet` states that recursion without the division: (n+2) P_(n+2) = (2n+3) X P_(n+1) − (n+1) P_n, for every natural number n, as an identity between real polynomials. Since the recursion is the definition, nothing is derived from Legendre's differential equation, and the link to angular momentum states is background that the file does not prove. The proof first shows that the polynomial n + 2 times the constant polynomial 1/(n+2) is 1, then unfolds the definition and multiplies through.

The failing Lean file:

```lean
import Mathlib

open Polynomial

namespace LegendreEquation

noncomputable section

/-- The Legendre polynomials, defined by Bonnet's recursion from `P_0 = 1` and `P_1 = X`. -/
def legendreP : ℕ → ℝ[X]
  | 0 => 1
  | 1 => X
  | n + 2 => C (((n : ℝ) + 2)⁻¹) *
      ((2 * (n : ℝ[X]) + 3) * X * legendreP (n + 1) - ((n : ℝ[X]) + 1) * legendreP n)

/-- Bonnet's recursion without denominators:
`(n+2) P_(n+2) = (2n+3) X P_(n+1) - (n+1) P_n`. -/
theorem bonnet (n : ℕ) :
    ((n : ℝ[X]) + 2) * legendreP (n + 2) =
      (2 * (n : ℝ[X]) + 3) * X * legendreP (n + 1) - ((n : ℝ[X]) + 1) * legendreP n := by
  have h : ((n : ℝ[X]) + 2) * C (((n : ℝ) + 2)⁻¹) = 1 := by
    have h0 : (n : ℝ) + 2 ≠ 0 := by positivity
    have h1 : (n : ℝ[X]) + 2 = C ((n : ℝ) + 2) := by simp
    rw [h1, ← C_mul, mul_inv_cancel₀ h0, C_1]
  have e : legendreP (n + 2) = C (((n : ℝ) + 2)⁻¹) *
      ((2 * (n : ℝ[X]) + 3) * X * legendreP (n + 1) - ((n : ℝ[X]) + 1) * legendreP n) := by
    rw [legendreP]
  rw [e]
  linear_combination ((2 * (n : ℝ[X]) + 3) * X * legendreP (n + 1)
    - ((n : ℝ[X]) + 1) * legendreP n) * h

end

end LegendreEquation
```

Messages:

```
Main.lean:23:50: error: unsolved goals
n : ℕ
h0 : ↑n + 2 ≠ 0
⊢ 2 = C 2
```

Diagnosis. The error is in `h1`, which says that the polynomial `n + 2` is the constant polynomial made from the real number `n + 2`. `simp` carries `C` through the sum, rewrites `C` of the real number `n` as the polynomial `n`, and cancels that common summand. This leaves `2 = C 2`, with the numeral 2 of the polynomial ring on the left and the real numeral 2, embedded by `C`, on the right. The two are equal, but they are different terms. The rule that handled `n` matches the cast of a natural number and does not match a numeral literal such as `2`. No rule in the default simp set rewrote `C 2`, so `simp` stopped there and the goal stayed open.

The repair proves the missing equation separately, as `hC2`. It writes the real number 2 as 1 + 1, carries `C` through the sum with `C_add` and `C_1`, and adds up again in the polynomial ring. In `h1`, `rw [C_add, hC2]` then splits the constant and replaces `C 2` by 2. What remains is to match `n` as a polynomial with `C` of the real number `n`, which is the part `simp` had already managed in the failing version.

Fix (accepted with no message):

```diff
@@ -21,5 +21,11 @@
   have h : ((n : ℝ[X]) + 2) * C (((n : ℝ) + 2)⁻¹) = 1 := by
     have h0 : (n : ℝ) + 2 ≠ 0 := by positivity
-    have h1 : (n : ℝ[X]) + 2 = C ((n : ℝ) + 2) := by simp
+    have hC2 : (C (2 : ℝ) : ℝ[X]) = 2 := by
+      calc (C (2 : ℝ) : ℝ[X]) = C ((1 : ℝ) + 1) := by rw [one_add_one_eq_two]
+        _ = 1 + 1 := by rw [C_add, C_1]
+        _ = 2 := one_add_one_eq_two
+    have h1 : (n : ℝ[X]) + 2 = C ((n : ℝ) + 2) := by
+      rw [C_add, hC2]
+      simp
     rw [h1, ← C_mul, mul_inv_cancel₀ h0, C_1]
   have e : legendreP (n + 2) = C (((n : ℝ) + 2)⁻¹) *
```
